# Every Fradkin Tensor Component Commutes with the Isotropic Oscillator Hamiltonian

Suppose that a quartic term \(\lambda r^4\) slips into a simulation of an isotropic harmonic oscillator. Angular momentum tests won't reveal it, because every central potential conserves angular momentum. The spectrum is wrong and the tests still pass. A sharper test uses quantities that the harmonic potential conserves and the quartic term does not.

## The conserved tensor

Let \(x_j,p_j\), with \(j=0,\ldots,n-1\), be elements of a complex algebra with unit, and write \([a,b]=ab-ba\). Assume the canonical relations

\[
[x_j,x_k]=[p_j,p_k]=0,\qquad [x_j,p_k]=i\hbar\,\delta_{jk}.
\]

For unit mass and a common frequency \(w\), define

\[
H=\tfrac12\sum_l(p_l^2+w^2x_l^2),\qquad
T_{jk}=p_jp_k+w^2x_jx_k .
\]

Then \([H,T_{jk}]=0\) for all \(j,k\). The elements \(T_{jk}\) are the components of the Fradkin tensor. In this single-particle harmonic model, they map an energy eigenvector to zero or to an eigenvector of the same energy. For \(n\ge2\) they can link degenerate states that angular momentum alone does not connect.

For \(n=1\) the only component is \(T_{00}=2H\), so the result is immediate. The first component that isn't built from single-axis energies is \(T_{01}\) at \(n=2\).

## A commutator test in a truncated basis

Take \(\hbar,w>0\) and a product basis of number states of the oscillator at frequency \(w\), with \(N\) levels per axis. For \(j\ne k\),

\[
T_{jk}=\hbar w\,(a_j^\dagger a_k+a_k^\dagger a_j),
\]

where \(a_j\) is the annihilation operator of axis \(j\), which sends level \(s\) to \(\sqrt s\) times level \(s-1\), and \(a_j^\dagger\) is its adjoint. The component moves one quantum between two axes.

A code can form the matrix of \([H,T_{jk}]\) and look at its entries. Finite matrices cannot satisfy the canonical relations exactly when \(\hbar\neq0\): the trace of a commutator is zero, while that of \(i\hbar\,1\) is not. If \(H\) is built by squaring truncated position and momentum matrices, its energies are wrong at the top level of each axis. The test should therefore use only entries whose row and column states both lie below the top level on every axis. These vanish up to rounding. Detecting the quartic term takes at least three levels per axis: with \(N=2\) the only entry left is a diagonal one, which vanishes even when that term is present.

If the axes have different frequencies \(w_j\), the modified component \(p_jp_k+w_jw_kx_jx_k\) has a commutator with \(H\) of a simple form, derived next.

## From the canonical relations to conservation

The product rule \([ab,z]=a[b,z]+[a,z]b\) and \([p_j,x_l]=-i\hbar\delta_{jl}\) give

\[
\begin{aligned}
[T_{jk},x_l]&=-i\hbar(\delta_{jl}p_k+\delta_{kl}p_j),\\
[T_{jk},p_l]&=i\hbar w^2(\delta_{jl}x_k+\delta_{kl}x_j).
\end{aligned}
\]

Now let each axis have its own frequency \(w_l\). The Hamiltonian is half the sum of the diagonal components, each taken at its own frequency. Only the term \(l=j\) contributes to a commutator with \(x_j\) or \(p_j\), and its two equal contributions cancel the factor one half:

\[
[H,x_j]=-i\hbar p_j,\qquad [H,p_j]=i\hbar w_j^2x_j.
\]

Applying the product rule again,

\[
\begin{aligned}
[H,p_jp_k]&=i\hbar(w_j^2x_jp_k+w_k^2p_jx_k),\\
[H,x_jx_k]&=-i\hbar(p_jx_k+x_jp_k).
\end{aligned}
\]

Multiply the second line by \(w_jw_k\) and add:

\[
[H,p_jp_k+w_jw_kx_jx_k]
=i\hbar(w_j-w_k)(w_jx_jp_k-w_kp_jx_k).
\]

Equal frequencies make the right side zero, which is the conservation law.

The angular momentum \(L_{jk}=x_jp_k-x_kp_j\) is conserved in the isotropic case too:

\[
[H,L_{jk}]=-i\hbar(p_jp_k-p_kp_j)+i\hbar w^2(x_jx_k-x_kx_j)=0.
\]

For two tensor components, the product rule gives

\[
\begin{aligned}
[T_{jk},T_{lm}]=i\hbar w^2\{&
\delta_{jl}(x_kp_m-p_kx_m)+\delta_{kl}(x_jp_m-p_jx_m)\\
&+\delta_{jm}(p_lx_k-x_lp_k)+\delta_{km}(p_lx_j-x_lp_j)\}.
\end{aligned}
\]

Moving positions to the left produces the scalar terms \(i\hbar(\delta_{jl}\delta_{km}+\delta_{kl}\delta_{jm}-\delta_{jm}\delta_{kl}-\delta_{km}\delta_{jl})\), which cancel. What remains is

\[
[T_{jk},T_{lm}]=i\hbar w^2(\delta_{kl}L_{jm}+\delta_{jl}L_{km}+\delta_{km}L_{jl}+\delta_{jm}L_{kl}).
\]

## The Lean file

```lean
import Mathlib

open Complex MvPolynomial

namespace FradkinTensor

noncomputable section

variable {n : ℕ} {A : Type*} [Ring A] [Algebra ℂ A]

/-- The commutator of two elements of the algebra. -/
def comm (a b : A) : A := a * b - b * a

/-- The Kronecker delta, as a complex number. -/
def delta (j k : Fin n) : ℂ := if j = k then 1 else 0

/-- Positions and momenta obeying the canonical commutation relations. -/
structure CanonicalPairs (hbar : ℂ) (x p : Fin n → A) : Prop where
  xx : ∀ j k, comm (x j) (x k) = 0
  pp : ∀ j k, comm (p j) (p k) = 0
  xp : ∀ j k, comm (x j) (p k) = (I * hbar * delta j k) • (1 : A)

/-- The oscillator Hamiltonian of unit mass with frequency `w l` along axis `l`. -/
def hamiltonian (w : Fin n → ℂ) (x p : Fin n → A) : A :=
  (1 / 2 : ℂ) • ∑ l, (p l ^ 2 + w l ^ 2 • x l ^ 2)

/-- The component `j k` of the Fradkin tensor at frequency `w`. -/
def fradkin (w : ℂ) (x p : Fin n → A) (j k : Fin n) : A :=
  p j * p k + w ^ 2 • (x j * x k)

/-- The angular momentum in the plane of axes `j` and `k`. -/
def angular (x p : Fin n → A) (j k : Fin n) : A := x j * p k - x k * p j

/-- The Kronecker delta is symmetric. -/
theorem delta_comm (j k : Fin n) : delta j k = delta k j := by
  by_cases h : j = k
  · rw [h]
  · rw [delta, delta, if_neg h, if_neg (Ne.symm h)]

/-- Leibniz rule for a quadratic expression in the first slot of the commutator. -/
theorem comm_quad_left (a b d e z : A) (c : ℂ) :
    comm (a * b + c • (d * e)) z =
      a * comm b z + comm a z * b + c • (d * comm e z + comm d z * e) := by
  simp only [comm, add_mul, mul_add, mul_sub, sub_mul, smul_mul_assoc, mul_smul_comm,
    smul_add, smul_sub, mul_assoc]
  abel

/-- Leibniz rule for a quadratic expression in the second slot of the commutator. -/
theorem comm_quad_right (a b d e z : A) (c : ℂ) :
    comm z (a * b + c • (d * e)) =
      comm z a * b + a * comm z b + c • (comm z d * e + d * comm z e) := by
  simp only [comm, add_mul, mul_add, mul_sub, sub_mul, smul_mul_assoc, mul_smul_comm,
    smul_add, smul_sub, mul_assoc]
  abel

/-- The commutator of a Fradkin component with a position is linear in the momenta,
and that with a momentum is linear in the positions. -/
theorem fradkin_action {hbar : ℂ} {x p : Fin n → A} (h : CanonicalPairs hbar x p)
    (w : ℂ) (j k l : Fin n) :
    comm (fradkin w x p j k) (x l) =
        (-(I * hbar)) • (delta j l • p k + delta k l • p j) ∧
      comm (fradkin w x p j k) (p l) =
        (I * hbar * w ^ 2) • (delta j l • x k + delta k l • x j) := by
  have hpx : ∀ a b, comm (p a) (x b) = (-(I * hbar * delta a b)) • (1 : A) := by
    intro a b
    have e := h.xp b a
    rw [delta_comm b a] at e
    rw [neg_smul, ← e]
    simp only [comm, neg_sub]
  constructor
  · rw [fradkin, comm_quad_left]
    simp only [hpx, h.xx, mul_smul_comm, smul_mul_assoc, mul_one, one_mul, mul_zero,
      zero_mul, add_zero, smul_zero]
    module
  · rw [fradkin, comm_quad_left]
    simp only [h.xp, h.pp, mul_smul_comm, smul_mul_assoc, mul_one, one_mul, mul_zero,
      zero_mul, add_zero, zero_add]
    module

/-- The commutators of the oscillator Hamiltonian with each position and each momentum. -/
theorem hamiltonian_action {hbar : ℂ} {x p : Fin n → A} (h : CanonicalPairs hbar x p)
    (w : Fin n → ℂ) (j : Fin n) :
    comm (hamiltonian w x p) (x j) = (-(I * hbar)) • p j ∧
      comm (hamiltonian w x p) (p j) = (I * hbar * w j ^ 2) • x j := by
  -- The Hamiltonian is half the sum of diagonal Fradkin components.
  have hH : ∀ a, comm (hamiltonian w x p) a =
      (1 / 2 : ℂ) • ∑ l, comm (fradkin (w l) x p l l) a := by
    intro a
    simp only [comm, hamiltonian, fradkin, pow_two]
    rw [smul_mul_assoc, mul_smul_comm, ← smul_sub, Finset.sum_mul, Finset.mul_sum,
      Finset.sum_sub_distrib]
  have hd : delta j j = 1 := if_pos rfl
  -- Only the axis `j` contributes to either sum.
  constructor
  · rw [hH, Finset.sum_eq_single j]
    · rw [(fradkin_action h (w j) j j j).1, hd]
      module
    · intro l _ hl
      rw [(fradkin_action h (w l) l l j).1]
      simp [delta, hl]
    · intro hj
      exact absurd (Finset.mem_univ j) hj
  · rw [hH, Finset.sum_eq_single j]
    · rw [(fradkin_action h (w j) j j j).2, hd]
      module
    · intro l _ hl
      rw [(fradkin_action h (w l) l l j).2]
      simp [delta, hl]
    · intro hj
      exact absurd (Finset.mem_univ j) hj

/-- For arbitrary axis frequencies, the commutator of the Hamiltonian with
`p j * p k + w j w k x j * x k` carries the factor `w j - w k`. -/
theorem anisotropic_commutator {hbar : ℂ} {x p : Fin n → A}
    (h : CanonicalPairs hbar x p) (w : Fin n → ℂ) (j k : Fin n) :
    comm (hamiltonian w x p) (p j * p k + (w j * w k) • (x j * x k)) =
      (I * hbar * (w j - w k)) • (w j • (x j * p k) - w k • (p j * x k)) := by
  rw [comm_quad_right]
  simp only [(hamiltonian_action h w _).1, (hamiltonian_action h w _).2,
    smul_mul_assoc, mul_smul_comm]
  module

/-- Every component of the Fradkin tensor commutes with the Hamiltonian of the
isotropic oscillator. -/
theorem fradkin_conserved {hbar : ℂ} {x p : Fin n → A} (h : CanonicalPairs hbar x p)
    (w : ℂ) (j k : Fin n) :
    comm (hamiltonian (fun _ => w) x p) (fradkin w x p j k) = 0 := by
  have e := anisotropic_commutator h (fun _ => w) j k
  simp only [sub_self, mul_zero, zero_smul] at e
  rw [fradkin, pow_two]
  exact e

/-- Every angular momentum component commutes with the Hamiltonian of the
isotropic oscillator. -/
theorem angular_conserved {hbar : ℂ} {x p : Fin n → A} (h : CanonicalPairs hbar x p)
    (w : ℂ) (j k : Fin n) :
    comm (hamiltonian (fun _ => w) x p) (angular x p j k) = 0 := by
  have hp : p k * p j = p j * p k := sub_eq_zero.mp (h.pp k j)
  have hx : x k * x j = x j * x k := sub_eq_zero.mp (h.xx k j)
  have e : angular x p j k = x j * p k + (-1 : ℂ) • (x k * p j) := by
    rw [angular]
    module
  rw [e, comm_quad_right]
  simp only [(hamiltonian_action h (fun _ => w) _).1,
    (hamiltonian_action h (fun _ => w) _).2, smul_mul_assoc, mul_smul_comm, hp, hx]
  module

/-- The commutator of two Fradkin components is a linear combination of
angular momenta. -/
theorem fradkin_commutator {hbar : ℂ} {x p : Fin n → A} (h : CanonicalPairs hbar x p)
    (w : ℂ) (j k l m : Fin n) :
    comm (fradkin w x p j k) (fradkin w x p l m) =
      (I * hbar * w ^ 2) • (delta k l • angular x p j m + delta j l • angular x p k m
        + delta k m • angular x p j l + delta j m • angular x p k l) := by
  -- Move every position to the left of every momentum.
  have hpx : ∀ a b, p a * x b = x b * p a - (I * hbar * delta a b) • (1 : A) := by
    intro a b
    have e := h.xp b a
    rw [delta_comm b a] at e
    rw [← e, comm]
    abel
  have e : fradkin w x p l m = p l * p m + w ^ 2 • (x l * x m) := rfl
  rw [e, comm_quad_right]
  simp only [(fradkin_action h w j k _).1, (fradkin_action h w j k _).2, angular,
    add_mul, mul_add, smul_mul_assoc, mul_smul_comm, hpx]
  rw [delta_comm l j, delta_comm l k]
  module

/-- The position operator on polynomials: multiplication by the coordinate `j`. -/
def positionOp (j : Fin n) : Module.End ℂ (MvPolynomial (Fin n) ℂ) :=
  LinearMap.mulLeft ℂ (X j)

/-- The momentum operator on polynomials: `-i hbar` times the derivative along axis `j`. -/
def momentumOp (hbar : ℂ) (j : Fin n) : Module.End ℂ (MvPolynomial (Fin n) ℂ) :=
  (-(I * hbar)) • (pderiv j).toLinearMap

/-- The position and momentum operators on polynomials form canonical pairs. -/
theorem canonicalPairs_witness (hbar : ℂ) :
    CanonicalPairs hbar (positionOp (n := n)) (momentumOp hbar) := by
  refine ⟨fun j k => LinearMap.ext fun f => ?_, fun j k => LinearMap.ext fun f => ?_,
    fun j k => LinearMap.ext fun f => ?_⟩
  · change X j * (X k * f) - X k * (X j * f) = 0
    ring
  · -- Partial derivatives commute, since their commutator kills every coordinate.
    have hD : (⁅pderiv (R := ℂ) j, pderiv (R := ℂ) k⁆ :
        Derivation ℂ (MvPolynomial (Fin n) ℂ) (MvPolynomial (Fin n) ℂ)) = 0 := by
      refine MvPolynomial.derivation_ext fun i => ?_
      simp only [Derivation.commutator_apply, pderiv_X, Pi.single_apply,
        Derivation.zero_apply]
      split_ifs <;> simp
    have hf : pderiv j (pderiv k f) = pderiv k (pderiv j f) := by
      rw [← sub_eq_zero, ← Derivation.commutator_apply, hD, Derivation.zero_apply]
    change (-(I * hbar)) • pderiv j ((-(I * hbar)) • pderiv k f)
      - (-(I * hbar)) • pderiv k ((-(I * hbar)) • pderiv j f) = 0
    rw [Derivation.map_smul, Derivation.map_smul, hf, sub_self]
  · change X j * ((-(I * hbar)) • pderiv k f) - (-(I * hbar)) • pderiv k (X j * f)
      = (I * hbar * delta j k) • f
    rw [Derivation.leibniz, pderiv_X]
    by_cases hjk : j = k
    · subst hjk
      simp only [delta, ↓reduceIte, Pi.single_eq_same, smul_eq_mul, mul_smul_comm, mul_one]
      module
    · simp only [delta, if_neg hjk, Pi.single_eq_of_ne hjk, smul_eq_mul, mul_smul_comm,
        mul_zero, add_zero, sub_self, zero_smul]

end

end FradkinTensor
```

```lean
#print axioms FradkinTensor.fradkin_conserved
-- 'FradkinTensor.fradkin_conserved' depends on axioms: [propext, Classical.choice, Quot.sound]
#print axioms FradkinTensor.angular_conserved
-- 'FradkinTensor.angular_conserved' depends on axioms: [propext, Classical.choice, Quot.sound]
#print axioms FradkinTensor.fradkin_commutator
-- 'FradkinTensor.fradkin_commutator' depends on axioms: [propext, Classical.choice, Quot.sound]
```

## Exact algebra, without a Hilbert space

`fradkin_conserved` says that for any `x` and `p` satisfying `CanonicalPairs hbar x p`, any complex `w` and any axes `j`, `k`, the commutator of the Hamiltonian with `fradkin w x p j k` is zero. The type `A` is the operator algebra, and `Fin n` labels the axes. `hamiltonian` takes a frequency for each axis; the constant function `fun _ => w` makes it isotropic. Both `hbar` and `w` may be complex, although a physical oscillator has real positive values.

The canonical relations are assumed. They express the incompatibility of position and momentum along one axis and the independence of different axes. `canonicalPairs_witness` supplies an instance for every `n`: multiplication by coordinates and \(-i\hbar\) times partial derivatives, acting on complex polynomials. Its proof uses the Leibniz rule for the mixed relation, and shows that partial derivatives commute because their commutator kills every coordinate.

The proof follows the derivation above:

- `comm_quad_left` and `comm_quad_right` are the product rules, proved by expanding and cancelling with `abel`.
- `fradkin_action` inserts the canonical relations, and `hamiltonian_action` isolates the one contributing axis with `Finset.sum_eq_single`.
- `anisotropic_commutator` collects scalar coefficients with `module`. `fradkin_conserved` sets the frequencies equal.
- `angular_conserved` uses the fact that positions commute with each other and momenta commute with each other. `fradkin_commutator` moves positions to the left through `hpx`, after which `module` cancels the scalar terms.

The theorems concern exact algebraic relations. They include no inner product, self-adjointness, operator domains or spectrum, and they give no error bound for a truncated basis. The file also leaves out the commutators of angular momenta with each other and with the tensor, so it does not identify the full symmetry algebra.
